# For a band filling [−D, D], half-filled Hubbard-I has the gap √(D² + U²) − D, open for every U > 0

A half-filled band of non-interacting electrons is a metal, while a strong on-site repulsion \(U\) localises the electrons and opens a Mott gap. A natural question about an approximate method for the Hubbard model is therefore at which \(U\), if any, it opens a gap. Hubbard-I, which gives the lattice the self-energy of an isolated atom, opens it at any positive \(U\), however wide the band.

## The gap and two upper bounds

Let \(z\) be the frequency measured from the chemical potential, and let the band energies \(x\), measured from the band centre, fill \([-D,D]\), so that \(D\) is half the bandwidth. The Hubbard-I poles are the real \(z\neq 0\) with

\[ z-\frac{U^2}{4z}=x \quad\text{for some } x\in[-D,D]. \]

For \(U>0\) and \(D\ge 0\), the smallest positive pole minus the largest negative pole is

\[ \Delta=\sqrt{D^2+U^2}-D>0. \]

For \(D>0\), \(\Delta\) is smaller than both \(U\) and \(U^2/(2D)\).

## Broadening and k-meshes in a Hubbard-I code

The formula gives a reference value for a Hubbard-I solver, or for a lattice code run with an atomic self-energy. At \(U=0.2D\) the gap is about \(0.0198D\), a tenth of \(U\), so a Lorentzian broadening of half-width \(0.02D\) turns it into a dip with spectral weight at its centre. Since Hubbard-I gives a gap at every \(U>0\), a gap that it shows at small \(U\) is, taken alone, no evidence of a Mott insulator.

On a finite k-mesh the gap is fixed by the lowest and highest sampled band energies. A mesh that misses the band edges can only make it larger.

## From the atom to the band edges

The paramagnetic half-filled atom has poles at \(\pm U/2\), each of weight \(1/2\):

\[ G_{\rm at}(z)=\frac{1/2}{z-U/2}+\frac{1/2}{z+U/2}=\frac{z}{z^2-U^2/4}. \]

Its inverse is \(z-\Sigma(z)\) with \(\Sigma(z)=U^2/(4z)\). The lattice function is \(G(x,z)=1/(z-x-\Sigma(z))\). Multiplying its denominator by \(z\) gives

\[ z^2-xz-\frac{U^2}{4}=(z-E_+(x))(z-E_-(x)),\qquad E_\pm(x)=\frac{x\pm\sqrt{x^2+U^2}}{2}. \]

Since \(\sqrt{x^2+U^2}>|x|\), we have \(E_+(x)>0>E_-(x)\). With \(E_+-E_-=\sqrt{x^2+U^2}\), partial fractions give

\[ G(x,z)=\frac{z}{(z-E_+)(z-E_-)}=\frac{1}{\sqrt{x^2+U^2}}\left(\frac{E_+}{z-E_+}-\frac{E_-}{z-E_-}\right). \]

Both weights, \(E_+/\sqrt{x^2+U^2}\) and \(-E_-/\sqrt{x^2+U^2}\), are positive, and they add up to 1. As \(z\to0\), \(G\) tends to zero, so the excluded frequency hides no pole.

Now let the band energies have a lowest value \(a\) and a highest value \(b\). If \(z>0\) is a pole for the band energy \(x\ge a\), then

\[ (z-E_+(a))(z-E_-(a))=z^2-az-\frac{U^2}{4}=z(x-a)\ge 0. \]

The second factor is positive, hence \(z\ge E_+(a)\). If \(z<0\) is a pole for \(x\le b\), then

\[ (z-E_+(b))(z-E_-(b))=z(x-b)\ge 0. \]

Here the first factor is negative, hence \(z\le E_-(b)\). Both bounds are attained, because \(E_+(a)\) and \(E_-(b)\) are themselves poles. For \(a=-D\) and \(b=D\),

\[ \Delta=\frac{-D+\sqrt{D^2+U^2}}{2}-\frac{D-\sqrt{D^2+U^2}}{2}=\sqrt{D^2+U^2}-D. \]

The upper bounds follow for \(D>0\) because \((D+U)^2\) and \((D+U^2/(2D))^2\) both exceed \(D^2+U^2\).

## The Lean source

```lean
import Mathlib

open Set

namespace HubbardOne

noncomputable section

/-- Green's function of the paramagnetic half-filled Hubbard atom at real frequency `z`, measured
from the chemical potential, for `z ≠ U/2` and `z ≠ -U/2`. -/
def atomicGreen (U z : ℝ) : ℝ := (1 / 2) / (z - U / 2) + (1 / 2) / (z + U / 2)

/-- The Hubbard-I self-energy at half filling without its constant Hartree term `U/2`, at frequency
`z ≠ 0` measured from the chemical potential. -/
def selfEnergy (U z : ℝ) : ℝ := U ^ 2 / (4 * z)

/-- Hubbard-I lattice Green's function for a band state of energy `x`, for `z ≠ 0` and
`z - x` different from the self-energy. -/
def latticeGreen (U x z : ℝ) : ℝ := 1 / (z - x - selfEnergy U z)

/-- Energy of the upper Hubbard band for a band state of energy `x`. -/
def upperBand (U x : ℝ) : ℝ := (x + Real.sqrt (x ^ 2 + U ^ 2)) / 2

/-- Energy of the lower Hubbard band for a band state of energy `x`. -/
def lowerBand (U x : ℝ) : ℝ := (x - Real.sqrt (x ^ 2 + U ^ 2)) / 2

/-- The nonzero real frequencies `z` that solve the Hubbard-I pole equation
`z - U²/(4z) = x` for some band energy `x` in `B`. -/
def poleSet (U : ℝ) (B : Set ℝ) : Set ℝ := {z | z ≠ 0 ∧ z - selfEnergy U z ∈ B}

/-- The self-energy times the frequency is the constant `U²/4` at nonzero frequency. -/
theorem selfEnergy_mul (U : ℝ) {z : ℝ} (hz : z ≠ 0) : selfEnergy U z * z = U ^ 2 / 4 := by
  unfold selfEnergy
  field_simp

/-- Dyson equation of the atom: away from `z = 0` and `z = ±U/2`, the inverse of the atomic
Green's function is the frequency minus the self-energy. -/
theorem atomic_dyson {U z : ℝ} (hz : z ≠ 0) (h1 : z ≠ U / 2) (h2 : z ≠ -(U / 2)) :
    atomicGreen U z * (z - selfEnergy U z) = 1 := by
  have h1' : z - U / 2 ≠ 0 := sub_ne_zero.mpr h1
  have h2' : z + U / 2 ≠ 0 := fun h => h2 (by linarith)
  have hG : atomicGreen U z = z / ((z - U / 2) * (z + U / 2)) := by
    unfold atomicGreen
    rw [div_add_div _ _ h1' h2']
    congr 1
    ring
  have hS : z - selfEnergy U z = ((z - U / 2) * (z + U / 2)) / z := by
    rw [eq_div_iff hz]
    linear_combination -selfEnergy_mul U hz
  rw [hG, hS, div_mul_div_comm, mul_comm z]
  exact div_self (mul_ne_zero (mul_ne_zero h1' h2') hz)

/-- The two Hubbard bands are the roots of the quadratic `z² - x z - U²/4`. -/
theorem band_factor (U x z : ℝ) :
    (z - upperBand U x) * (z - lowerBand U x) = z ^ 2 - x * z - U ^ 2 / 4 := by
  have hs : Real.sqrt (x ^ 2 + U ^ 2) ^ 2 = x ^ 2 + U ^ 2 := Real.sq_sqrt (by positivity)
  unfold upperBand lowerBand
  linear_combination (-1 / 4) * hs

/-- For `U > 0` the upper Hubbard band lies above zero frequency and the lower one below it,
whatever the band energy `x`. -/
theorem band_signs {U : ℝ} (hU : 0 < U) (x : ℝ) : 0 < upperBand U x ∧ lowerBand U x < 0 := by
  have hs : Real.sqrt (x ^ 2 + U ^ 2) ^ 2 = x ^ 2 + U ^ 2 := Real.sq_sqrt (by positivity)
  have hlt : x ^ 2 < Real.sqrt (x ^ 2 + U ^ 2) ^ 2 := by
    rw [hs]
    linarith [pow_pos hU 2]
  obtain ⟨h1, h2⟩ := abs_lt.mp (abs_lt_of_sq_lt_sq hlt (Real.sqrt_nonneg _))
  unfold upperBand lowerBand
  constructor <;> linarith

/-- For `U > 0`, and `z` nonzero and off both Hubbard bands, the lattice Green's function is a sum
of two simple poles, one at each Hubbard band, with the weights shown. -/
theorem latticeGreen_two_poles {U x z : ℝ} (hU : 0 < U) (hz : z ≠ 0)
    (hp : z ≠ upperBand U x) (hm : z ≠ lowerBand U x) :
    latticeGreen U x z =
      (upperBand U x / Real.sqrt (x ^ 2 + U ^ 2)) / (z - upperBand U x) +
      (-lowerBand U x / Real.sqrt (x ^ 2 + U ^ 2)) / (z - lowerBand U x) := by
  have hp' := sub_ne_zero.mpr hp
  have hm' := sub_ne_zero.mpr hm
  have hs : Real.sqrt (x ^ 2 + U ^ 2) ≠ 0 := (Real.sqrt_pos.mpr (by positivity)).ne'
  have hd : Real.sqrt (x ^ 2 + U ^ 2) = upperBand U x - lowerBand U x := by
    unfold upperBand lowerBand
    ring
  -- the inverse Green's function factorises over the two bands
  have hden : z - x - selfEnergy U z =
      (z - upperBand U x) * (z - lowerBand U x) / z := by
    rw [eq_div_iff hz, band_factor]
    linear_combination -selfEnergy_mul U hz
  unfold latticeGreen
  rw [hden]
  generalize Real.sqrt (x ^ 2 + U ^ 2) = s at hs hd ⊢
  field_simp
  linear_combination z * hd

/-- Let `U > 0` and let the band energies `B` have lowest element `a` and highest element `b`.
The smallest positive pole is the upper Hubbard band at `a`, and the largest negative pole is the
lower Hubbard band at `b`. -/
theorem band_edges {U a b : ℝ} {B : Set ℝ} (hU : 0 < U) (ha : IsLeast B a)
    (hb : IsGreatest B b) :
    IsLeast {z ∈ poleSet U B | 0 < z} (upperBand U a) ∧
      IsGreatest {z ∈ poleSet U B | z < 0} (lowerBand U b) := by
  obtain ⟨hua, hla⟩ := band_signs hU a
  obtain ⟨hub, hlb⟩ := band_signs hU b
  -- a root of the quadratic solves the pole equation
  have root : ∀ x z : ℝ, z ≠ 0 → (z - upperBand U x) * (z - lowerBand U x) = 0 →
      z - selfEnergy U z = x := by
    intro x z hz h
    rw [band_factor] at h
    apply mul_right_cancel₀ hz
    linear_combination h - selfEnergy_mul U hz
  refine ⟨⟨⟨⟨hua.ne', ?_⟩, hua⟩, ?_⟩, ⟨⟨⟨hlb.ne, ?_⟩, hlb⟩, ?_⟩⟩
  · rw [root a _ hua.ne' (by ring)]
    exact ha.1
  · rintro z ⟨⟨hz, hB⟩, hpos⟩
    have hx : a ≤ z - selfEnergy U z := ha.2 hB
    have hprod : (z - upperBand U a) * (z - lowerBand U a) =
        z * (z - selfEnergy U z - a) := by
      rw [band_factor]
      linear_combination selfEnergy_mul U hz
    have hnn : 0 ≤ z * (z - selfEnergy U z - a) := mul_nonneg hpos.le (by linarith)
    by_contra hlt
    have hneg := mul_neg_of_neg_of_pos (sub_neg.mpr (not_le.mp hlt))
      (show 0 < z - lowerBand U a by linarith)
    linarith
  · rw [root b _ hlb.ne (by ring)]
    exact hb.1
  · rintro z ⟨⟨hz, hB⟩, hneg⟩
    have hx : z - selfEnergy U z ≤ b := hb.2 hB
    have hprod : (z - upperBand U b) * (z - lowerBand U b) =
        z * (z - selfEnergy U z - b) := by
      rw [band_factor]
      linear_combination selfEnergy_mul U hz
    have hnn : 0 ≤ z * (z - selfEnergy U z - b) :=
      mul_nonneg_of_nonpos_of_nonpos hneg.le (by linarith)
    by_contra hlt
    have hlt' := mul_neg_of_neg_of_pos (show z - upperBand U b < 0 by linarith)
      (sub_pos.mpr (not_le.mp hlt))
    linarith

/-- For `U > 0` and band energies filling `[-D, D]` with `D ≥ 0`, the poles have a smallest positive
element `e` and a largest negative element `h`, and the gap `e - h` is `√(D² + U²) - D > 0`. -/
theorem hubbardI_gap {U D : ℝ} (hU : 0 < U) (hD : 0 ≤ D) :
    ∃ e h : ℝ, IsLeast {z ∈ poleSet U (Icc (-D) D) | 0 < z} e ∧
      IsGreatest {z ∈ poleSet U (Icc (-D) D) | z < 0} h ∧
      e - h = Real.sqrt (D ^ 2 + U ^ 2) - D ∧ 0 < e - h := by
  have hDD : -D ≤ D := by linarith
  obtain ⟨he, hh⟩ := band_edges hU (isLeast_Icc hDD) (isGreatest_Icc hDD)
  refine ⟨_, _, he, hh, ?_, ?_⟩
  · unfold upperBand lowerBand
    rw [neg_sq]
    ring
  · linarith [(band_signs hU (-D)).1, (band_signs hU D).2]

/-- For `U > 0` and `D > 0` the gap `√(D² + U²) - D` is smaller than `U` and smaller than
`U²/(2D)`. -/
theorem gap_bounds {U D : ℝ} (hU : 0 < U) (hD : 0 < D) :
    Real.sqrt (D ^ 2 + U ^ 2) - D < U ∧
      Real.sqrt (D ^ 2 + U ^ 2) - D < U ^ 2 / (2 * D) := by
  constructor
  · have h : Real.sqrt (D ^ 2 + U ^ 2) < D + U := by
      rw [Real.sqrt_lt' (by positivity)]
      nlinarith [mul_pos hD hU]
    linarith
  · have hq : 0 < U ^ 2 / (2 * D) := by positivity
    have hm : U ^ 2 / (2 * D) * (2 * D) = U ^ 2 := div_mul_cancel₀ _ (by positivity)
    have h : Real.sqrt (D ^ 2 + U ^ 2) < D + U ^ 2 / (2 * D) := by
      rw [Real.sqrt_lt' (by positivity)]
      nlinarith [pow_pos hq 2]
    linarith

end

end HubbardOne
```

```lean
#print axioms HubbardOne.atomic_dyson
#print axioms HubbardOne.latticeGreen_two_poles
#print axioms HubbardOne.hubbardI_gap
#print axioms HubbardOne.gap_bounds
```

```
'HubbardOne.atomic_dyson' depends on axioms: [propext, Classical.choice, Quot.sound]
'HubbardOne.latticeGreen_two_poles' depends on axioms: [propext, Classical.choice, Quot.sound]
'HubbardOne.hubbardI_gap' depends on axioms: [propext, Classical.choice, Quot.sound]
'HubbardOne.gap_bounds' depends on axioms: [propext, Classical.choice, Quot.sound]
```

## Poles are proved, the atomic self-energy is assumed

**The statements in words.** `poleSet U B` is the set of poles for a set `B` of band energies, and `upperBand` and `lowerBand` are \(E_+\) and \(E_-\). `IsLeast S e` says that `e` belongs to `S` and that nothing in `S` is smaller; `IsGreatest` is the mirror image. `band_edges` holds for any `B` with a lowest and a highest element, including a finite mesh. `hubbardI_gap` takes `B` to be `Icc (-D) D`, the closed interval, and names the two edges `e` and `h`. The condition `z ≠ 0` keeps a spurious element out of `poleSet`: Lean sets \(U^2/0=0\), so zero would otherwise count as a pole whenever `B` contains 0. The edges and the gap do not depend on this condition, because they are taken over `0 < z` and `z < 0`.

`selfEnergy` leaves out the constant Hartree term \(U/2\) of the textbook self-energy, which is absorbed into the chemical potential.

**The proofs.** `selfEnergy_mul` states \(\Sigma(z)z=U^2/4\), and later proofs use it to clear the denominator of the self-energy. `atomic_dyson` checks the inverse of \(G_{\rm at}\), `band_factor` the factorisation and `band_signs` the signs. `latticeGreen_two_poles` factorises the denominator in `hden` and then does the partial fractions. In `band_edges`, `root` shows that the edges are poles and `hprod` is the product identity above; `by_contra` then supposes a pole beyond the edge, which would make the product negative. `gap_bounds` compares squares.

**Why U must be nonzero.** At \(U=0\) and \(D=1\) the pole set is \([-1,1]\) without zero. It has no smallest positive element, and the gap is gone. For \(U<0\) the gap formula still holds, since the pole set depends on \(U\) only through \(U^2\), but the bound \(\Delta<U\) does not.

**What is left to physics.** The step from the Hubbard model on a lattice to the model treated here is the replacement of the lattice self-energy by the atomic one. This is an approximation, assumed here and not derived, and it neglects the effect of hopping on the self-energy. The atomic Green's function is likewise a definition here, not derived from a Hamiltonian. Half filling of the lattice is also presupposed; a density of states symmetric about the band centre ensures it. The theorems locate poles on the real axis and give their weights for each band energy, but say nothing about the integrated density of states.
